# The rectangular-barrier transmission formula written as a single fraction

For a particle meeting a rectangular barrier of width a > 0, with energy below the barrier top and the same constant potential on both sides, the transmission probability is 1/(1 + (k² + κ²)² sinh²(κa)/(4k²κ²)). Here k is the wavenumber outside the barrier, κ is the decay constant inside it, and the mass is the same throughout. The file takes this formula as the definition of `T k κ a` and does not derive it from a wave equation. The lemma says that for positive k and κ, and any real a, it equals 4k²κ²/(4k²κ² + (k² + κ²)² sinh²(κa)), which is a purely algebraic identity. The attempt first shows that 4k²κ² is nonzero, then tries to reach the identity by a chain of rewrites, using `one_div_div` backwards, splitting a fraction with `add_div` and cancelling with `div_self`.

The failing Lean file:

```lean
import Mathlib

open Filter Topology

namespace TEq

noncomputable section

/-- The barrier transmission formula as a function of the width `a`, for nonzero `k` and `κ`. -/
def T (k κ a : ℝ) : ℝ :=
  1 / (1 + (k ^ 2 + κ ^ 2) ^ 2 * Real.sinh (κ * a) ^ 2 / (4 * k ^ 2 * κ ^ 2))

/-- For positive `k` and `κ` the transmission formula is a single fraction. -/
theorem T_eq {k κ : ℝ} (hk : 0 < k) (hκ : 0 < κ) (a : ℝ) :
    T k κ a = 4 * k ^ 2 * κ ^ 2
      / (4 * k ^ 2 * κ ^ 2 + (k ^ 2 + κ ^ 2) ^ 2 * Real.sinh (κ * a) ^ 2) := by
  have hM : 4 * k ^ 2 * κ ^ 2 ≠ 0 := by positivity
  rw [T, ← one_div_div, add_div, div_self hM]

end

end TEq
```

Messages:

```
Main.lean:18:33: error: Tactic `rewrite` failed: Did not find an occurrence of the pattern
  4 * k ^ 2 * κ ^ 2 / (4 * k ^ 2 * κ ^ 2)
in the target expression
  1 / (1 / 1 + (k ^ 2 + κ ^ 2) ^ 2 * Real.sinh (κ * a) ^ 2 / (4 * k ^ 2 * κ ^ 2) / 1) =
    4 * k ^ 2 * κ ^ 2 / (4 * k ^ 2 * κ ^ 2 + (k ^ 2 + κ ^ 2) ^ 2 * Real.sinh (κ * a) ^ 2)

k κ : ℝ
hk : 0 < k
hκ : 0 < κ
a : ℝ
hM : 4 * k ^ 2 * κ ^ 2 ≠ 0
⊢ 1 / (1 / 1 + (k ^ 2 + κ ^ 2) ^ 2 * Real.sinh (κ * a) ^ 2 / (4 * k ^ 2 * κ ^ 2) / 1) =
    4 * k ^ 2 * κ ^ 2 / (4 * k ^ 2 * κ ^ 2 + (k ^ 2 + κ ^ 2) ^ 2 * Real.sinh (κ * a) ^ 2)
```

Diagnosis. The message says that `div_self hM` found no quotient of 4k²κ² by itself to replace with 1. The trouble starts two rewrites earlier. Read backwards, `one_div_div` turns any quotient b / a into 1 / (a / b), and with no arguments given it matched the left side of the goal, 1 / (1 + …). That only put a division by 1 inside the denominator, which `add_div` then split into the `1 / 1` and the final `/ 1` seen in the message. The fraction on the right, which would have given the needed quotient, was left untouched.

The repair first proves, as `h`, that the denominator in `T` equals (4k²κ² + (k² + κ²)² sinh²(κa)) / (4k²κ²). There the only sum divided by something is on the right, so `add_div` splits that one and `div_self hM` finds its quotient. The last line unfolds `T`, rewrites its denominator with `h`, and uses `one_div_div` forwards to turn 1 over that fraction into the right side of the lemma.

Lean accepts the file once it reads:

```diff
@@ -16,5 +16,9 @@
       / (4 * k ^ 2 * κ ^ 2 + (k ^ 2 + κ ^ 2) ^ 2 * Real.sinh (κ * a) ^ 2) := by
   have hM : 4 * k ^ 2 * κ ^ 2 ≠ 0 := by positivity
-  rw [T, ← one_div_div, add_div, div_self hM]
+  have h : 1 + (k ^ 2 + κ ^ 2) ^ 2 * Real.sinh (κ * a) ^ 2 / (4 * k ^ 2 * κ ^ 2)
+      = (4 * k ^ 2 * κ ^ 2 + (k ^ 2 + κ ^ 2) ^ 2 * Real.sinh (κ * a) ^ 2)
+        / (4 * k ^ 2 * κ ^ 2) := by
+    rw [add_div, div_self hM]
+  rw [T, h, one_div_div]
 
 end
```
